# For polynomials of degree below 2n, the scaled Hermite rule misses the Rys integral by o(exp(−T))

## How fast does the error vanish when Rys quadrature switches to Hermite nodes?

Let $f$ be a real polynomial, $T>0$, and
$$I_f(T)=\int_0^1 f(t^2)\,e^{-Tt^2}\,dt .$$
Let weights $w_i$ and nodes $x_i$, $i=0,\dots,n-1$, satisfy
$$\sum_i w_i f(x_i)=\int_0^\infty f(t^2)\,e^{-t^2}\,dt\qquad\text{whenever }\deg f<2n. \tag{1}$$
The nodes live in the variable $t^2$: they are squares of Hermite nodes. For large $T$, I want to replace $I_f(T)$ by
$$S_f(T)=T^{-1/2}\sum_i w_i f(x_i/T),$$
which needs no $T$-dependent root finding. I believe that, when $\deg f<2n$, $e^{cT}\,(S_f(T)-I_f(T))\to0$ as $T\to\infty$ for every $c<1$. Can this be made rigorous and checked by machine, and is $c=1$ really the border?

## The error is the Gaussian tail beyond t = 1

Yes. The limit holds at $c=1$ too, and it fails for every $c>1$, already for $f=1$.

**From the rule to the half-line.** Fix $T>0$ and $f$ with $\deg f<2n$. The polynomial $f(X/T)$ has the same degree as $f$, so (1) applies to it:
$$\sum_i w_i f(x_i/T)=\int_0^\infty f(s^2/T)\,e^{-s^2}\,ds .$$
Substituting $s=\sqrt T\,t$, $ds=\sqrt T\,dt$, and dividing by $\sqrt T$ gives
$$S_f(T)=\int_0^\infty f(t^2)\,e^{-Tt^2}\,dt .$$
Subtracting the part over $[0,1]$ leaves
$$S_f(T)-I_f(T)=\int_1^\infty f(t^2)\,e^{-Tt^2}\,dt. \tag{2}$$

**An explicit bound.** For $T\ge1$ and $t>1$ we have $(T-1)t^2\ge T-1$, hence $-Tt^2\le(1-T)-t^2$. Therefore
$$|S_f(T)-I_f(T)|\le e^{1-T}K_f,\qquad K_f=\int_1^\infty|f(t^2)|\,e^{-t^2}\,dt. \tag{3}$$
This settles $c<1$, but at $c=1$ it only shows that the scaled error stays bounded.

**The limit for $c\le1$.** Multiply (2) by $e^{cT}$ and take the factor inside the integral. For each $t>1$, the integrand $f(t^2)\,e^{-(t^2-c)T}$ tends to zero, because $t^2>c$. For $T\ge1$,
$$cT-Tt^2\le -T(t^2-1)\le 1-t^2,$$
so the integrand is bounded in absolute value by $e\,|f(t^2)|\,e^{-t^2}$, which is integrable and independent of $T$. Dominated convergence gives the limit zero.

**Failure for $c>1$.** Take $f=1$, $n\ge1$ and $b^2=(1+c)/2$ with $b>0$, so that $1<b^2<c$. Keeping only $(1,b]$ in the tail,
$$e^{cT}\int_1^\infty e^{-Tt^2}dt\ \ge\ (b-1)\,e^{(c-b^2)T}=(b-1)\,e^{(c-1)T/2}\to\infty .$$

## The Lean file

```lean
import Mathlib

open MeasureTheory Set Filter Topology
open scoped Polynomial

namespace RysHermiteSwitch

noncomputable section

/-- The `n`-point rule with weights `w` and nodes `x` (in the variable `t²`) integrates
`f(t²) exp(-t²)` over `t > 0` exactly for all real polynomials `f` of degree below `2n`. -/
def IsHermiteRule (n : ℕ) (w x : Fin n → ℝ) : Prop :=
  ∀ f : ℝ[X], f.natDegree < 2 * n →
    ∑ i, w i * f.eval (x i) = ∫ t in Ioi (0 : ℝ), f.eval (t ^ 2) * Real.exp (-t ^ 2)

/-- The integral of `f(t²) exp(-T t²)` over `[0,1]`, the target of Rys quadrature. -/
def boysIntegral (f : ℝ[X]) (T : ℝ) : ℝ :=
  ∫ t in (0 : ℝ)..1, f.eval (t ^ 2) * Real.exp (-T * t ^ 2)

/-- The large-`T` replacement: nodes `x i / T` and weights `w i / √T`. -/
def switchedRule {n : ℕ} (w x : Fin n → ℝ) (f : ℝ[X]) (T : ℝ) : ℝ :=
  (√T)⁻¹ * ∑ i, w i * f.eval (x i / T)

/-- A polynomial in `t²` times a decaying Gaussian is integrable on the real line. -/
theorem integrable_poly_gauss (f : ℝ[X]) {b : ℝ} (hb : 0 < b) :
    Integrable (fun t : ℝ => f.eval (t ^ 2) * Real.exp (-b * t ^ 2)) := by
  refine Polynomial.induction_on' f ?_ ?_
  · intro p q hp hq
    refine (hp.add hq).congr (Eventually.of_forall fun t => ?_)
    simp only [Pi.add_apply, Polynomial.eval_add]
    ring
  · intro k a
    have hk : (-1 : ℝ) < ((2 * k : ℕ) : ℝ) := by
      have := Nat.cast_nonneg (α := ℝ) (2 * k)
      linarith
    have h := integrable_rpow_mul_exp_neg_mul_sq hb hk
    simp only [Real.rpow_natCast] at h
    refine (h.const_mul a).congr (Eventually.of_forall fun t => ?_)
    simp only [Polynomial.eval_monomial]
    ring

/-- For `T > 0` the switched rule equals the integral of `f(t²) exp(-T t²)` over the whole
half-line `t > 0`. -/
theorem switchedRule_eq {n : ℕ} {w x : Fin n → ℝ} (h : IsHermiteRule n w x) {f : ℝ[X]}
    (hf : f.natDegree < 2 * n) {T : ℝ} (hT : 0 < T) :
    switchedRule w x f T = ∫ t in Ioi (0 : ℝ), f.eval (t ^ 2) * Real.exp (-T * t ^ 2) := by
  -- apply exactness to the rescaled polynomial `f(X / T)`
  have hdeg : (f.comp (Polynomial.C T⁻¹ * Polynomial.X)).natDegree < 2 * n := by
    rw [Polynomial.natDegree_comp, Polynomial.natDegree_C_mul_X _ (inv_ne_zero hT.ne'), mul_one]
    exact hf
  have hq := h _ hdeg
  simp only [Polynomial.eval_comp, Polynomial.eval_mul, Polynomial.eval_C,
    Polynomial.eval_X] at hq
  -- substitute `s = √T t`
  have hs := integral_comp_mul_left_Ioi
    (fun s : ℝ => f.eval (T⁻¹ * s ^ 2) * Real.exp (-s ^ 2)) 0 (Real.sqrt_pos.2 hT)
  simp only [mul_zero, smul_eq_mul] at hs
  rw [← hq] at hs
  have hsum : switchedRule w x f T = (√T)⁻¹ * ∑ i, w i * f.eval (T⁻¹ * x i) := by
    simp only [switchedRule, div_eq_inv_mul]
  rw [hsum, ← hs]
  refine setIntegral_congr_fun measurableSet_Ioi fun t _ => ?_
  have e1 : (√T * t) ^ 2 = T * t ^ 2 := by rw [mul_pow, Real.sq_sqrt hT.le]
  simp only [e1, inv_mul_cancel_left₀ hT.ne', neg_mul]

/-- The error of the switched rule is exactly the Gaussian tail beyond `t = 1`. -/
theorem error_eq_tail {n : ℕ} {w x : Fin n → ℝ} (h : IsHermiteRule n w x) {f : ℝ[X]}
    (hf : f.natDegree < 2 * n) {T : ℝ} (hT : 0 < T) :
    switchedRule w x f T - boysIntegral f T =
      ∫ t in Ioi (1 : ℝ), f.eval (t ^ 2) * Real.exp (-T * t ^ 2) := by
  have hi := integrable_poly_gauss f hT
  have hd : Disjoint (Ioc (0 : ℝ) 1) (Ioi 1) :=
    Set.disjoint_left.2 fun t h1 h2 => not_lt_of_ge h1.2 h2
  have hsplit := setIntegral_union hd measurableSet_Ioi hi.integrableOn hi.integrableOn
  rw [Ioc_union_Ioi_eq_Ioi (zero_le_one' ℝ)] at hsplit
  rw [switchedRule_eq h hf hT, boysIntegral, intervalIntegral.integral_of_le zero_le_one]
  linarith

/-- For `T ≥ 1` the error is at most `exp(1 - T)` times the integral of `|f(t²)| exp(-t²)`
over `t > 1`. -/
theorem error_bound {n : ℕ} {w x : Fin n → ℝ} (h : IsHermiteRule n w x) {f : ℝ[X]}
    (hf : f.natDegree < 2 * n) {T : ℝ} (hT : 1 ≤ T) :
    |switchedRule w x f T - boysIntegral f T| ≤
      Real.exp (1 - T) * ∫ t in Ioi (1 : ℝ), |f.eval (t ^ 2) * Real.exp (-1 * t ^ 2)| := by
  rw [error_eq_tail h hf (by linarith), ← integral_const_mul, ← Real.norm_eq_abs]
  refine norm_integral_le_of_norm_le
    ((integrable_poly_gauss f one_pos).abs.restrict.const_mul _) ?_
  refine (ae_restrict_iff' measurableSet_Ioi).2 (Eventually.of_forall fun t ht => ?_)
  have ht1 : 1 < t := ht
  have e : Real.exp (-T * t ^ 2) ≤ Real.exp (1 - T) * Real.exp (-1 * t ^ 2) := by
    rw [← Real.exp_add]
    apply Real.exp_le_exp.2
    have h2 : 0 ≤ t ^ 2 - 1 := by nlinarith
    nlinarith [mul_nonneg (sub_nonneg.2 hT) h2]
  simp only [Real.norm_eq_abs, abs_mul, Real.abs_exp]
  linarith [mul_le_mul_of_nonneg_left e (abs_nonneg (f.eval (t ^ 2)))]

/-- Large-`T` switch to Hermite nodes: for every `c ≤ 1`, the error of the switched rule
multiplied by `exp(cT)` tends to zero as `T` tends to infinity. -/
theorem hermite_switch {n : ℕ} {w x : Fin n → ℝ} (h : IsHermiteRule n w x) {f : ℝ[X]}
    (hf : f.natDegree < 2 * n) {c : ℝ} (hc : c ≤ 1) :
    Tendsto (fun T => Real.exp (c * T) * (switchedRule w x f T - boysIntegral f T))
      atTop (𝓝 0) := by
  have key : Tendsto (fun T : ℝ => ∫ t in Ioi (1 : ℝ),
      Real.exp (c * T) * (f.eval (t ^ 2) * Real.exp (-T * t ^ 2)))
      atTop (𝓝 (∫ _t in Ioi (1 : ℝ), (0 : ℝ))) := by
    -- dominated convergence, with majorant `e |f(t²)| exp(-t²)`
    refine tendsto_integral_filter_of_dominated_convergence
      (fun t => Real.exp 1 * |f.eval (t ^ 2) * Real.exp (-1 * t ^ 2)|) ?_ ?_
      ((integrable_poly_gauss f one_pos).abs.restrict.const_mul _) ?_
    · filter_upwards [eventually_gt_atTop (0 : ℝ)] with T hT
      exact ((integrable_poly_gauss f hT).restrict.const_mul _).aestronglyMeasurable
    · filter_upwards [eventually_ge_atTop (1 : ℝ)] with T hT
      refine (ae_restrict_iff' measurableSet_Ioi).2 (Eventually.of_forall fun t ht => ?_)
      have ht1 : 1 < t := ht
      have e : Real.exp (c * T) * Real.exp (-T * t ^ 2) ≤
          Real.exp 1 * Real.exp (-1 * t ^ 2) := by
        rw [← Real.exp_add, ← Real.exp_add]
        apply Real.exp_le_exp.2
        have h2 : 0 ≤ t ^ 2 - 1 := by nlinarith
        have h3 : 0 ≤ (1 - c) * T := mul_nonneg (by linarith) (by linarith)
        nlinarith [mul_nonneg (sub_nonneg.2 hT) h2]
      simp only [Real.norm_eq_abs, abs_mul, Real.abs_exp]
      linarith [mul_le_mul_of_nonneg_left e (abs_nonneg (f.eval (t ^ 2)))]
    · refine (ae_restrict_iff' measurableSet_Ioi).2 (Eventually.of_forall fun t ht => ?_)
      have ht1 : 1 < t := ht
      have hpos : 0 < t ^ 2 - c := by nlinarith
      have h1 : Tendsto (fun T : ℝ => (t ^ 2 - c) * T) atTop atTop :=
        tendsto_id.const_mul_atTop hpos
      have h2 := (Real.tendsto_exp_neg_atTop_nhds_zero.comp h1).const_mul (f.eval (t ^ 2))
      rw [mul_zero] at h2
      refine h2.congr fun T => ?_
      have e : Real.exp (-((t ^ 2 - c) * T)) = Real.exp (c * T) * Real.exp (-T * t ^ 2) := by
        rw [← Real.exp_add]
        congr 1
        ring
      simp only [Function.comp_apply, e]
      ring
  rw [integral_zero] at key
  refine key.congr' ?_
  filter_upwards [eventually_gt_atTop (0 : ℝ)] with T hT
  rw [error_eq_tail h hf hT, integral_const_mul]

/-- Sharpness: for every `c > 1`, the error for the constant polynomial `f = 1` multiplied by
`exp(cT)` tends to infinity. -/
theorem hermite_switch_sharp {n : ℕ} {w x : Fin n → ℝ} (h : IsHermiteRule n w x)
    (hn : 0 < n) {c : ℝ} (hc : 1 < c) :
    Tendsto (fun T => Real.exp (c * T) * (switchedRule w x 1 T - boysIntegral 1 T))
      atTop atTop := by
  obtain ⟨b, hb0, hb2⟩ : ∃ b : ℝ, 0 ≤ b ∧ b ^ 2 = (1 + c) / 2 :=
    ⟨√((1 + c) / 2), Real.sqrt_nonneg _, Real.sq_sqrt (by linarith)⟩
  have hb : 1 < b := by nlinarith
  have hlin : Tendsto (fun T : ℝ => (c - 1) / 2 * T) atTop atTop :=
    tendsto_id.const_mul_atTop (by linarith)
  have hlow : Tendsto (fun T : ℝ => (b - 1) * Real.exp ((c - 1) / 2 * T)) atTop atTop :=
    (Real.tendsto_exp_atTop.comp hlin).const_mul_atTop (by linarith)
  refine tendsto_atTop_mono' atTop ?_ hlow
  filter_upwards [eventually_gt_atTop (0 : ℝ)] with T hT
  rw [error_eq_tail h (by rw [Polynomial.natDegree_one]; omega) hT]
  have hi := integrable_poly_gauss 1 hT
  -- keep only the part of the tail on `(1, b]`
  have h1 : (b - 1) * Real.exp (-T * b ^ 2) ≤
      ∫ t in Ioc 1 b, (1 : ℝ[X]).eval (t ^ 2) * Real.exp (-T * t ^ 2) := by
    rw [← smul_eq_mul, ← intervalIntegral.integral_const,
      intervalIntegral.integral_of_le hb.le]
    refine setIntegral_mono_on continuous_const.integrableOn_Ioc hi.integrableOn
      measurableSet_Ioc fun t ht => ?_
    rw [Polynomial.eval_one, one_mul]
    apply Real.exp_le_exp.2
    have h3 : t ^ 2 ≤ b ^ 2 := by nlinarith [ht.1, ht.2]
    nlinarith [mul_le_mul_of_nonneg_left h3 hT.le]
  have h2 : ∫ t in Ioc 1 b, (1 : ℝ[X]).eval (t ^ 2) * Real.exp (-T * t ^ 2) ≤
      ∫ t in Ioi (1 : ℝ), (1 : ℝ[X]).eval (t ^ 2) * Real.exp (-T * t ^ 2) := by
    refine setIntegral_mono_set hi.integrableOn (Eventually.of_forall fun t => ?_)
      Ioc_subset_Ioi_self.eventuallyLE
    simp only [Pi.zero_apply, Polynomial.eval_one, one_mul]
    exact (Real.exp_pos _).le
  have e : Real.exp ((c - 1) / 2 * T) = Real.exp (c * T) * Real.exp (-T * b ^ 2) := by
    rw [← Real.exp_add, hb2]
    congr 1
    ring
  calc (b - 1) * Real.exp ((c - 1) / 2 * T)
      = Real.exp (c * T) * ((b - 1) * Real.exp (-T * b ^ 2)) := by rw [e]; ring
    _ ≤ _ := mul_le_mul_of_nonneg_left (h1.trans h2) (Real.exp_pos _).le

/-- The one-point rule with weight `√π / 2` and node `1 / 2` is a Hermite rule. -/
theorem isHermiteRule_witness :
    IsHermiteRule 1 (fun _ => √Real.pi / 2) (fun _ => 1 / 2) := by
  intro f hf
  obtain ⟨a, b, rfl⟩ := Polynomial.exists_eq_X_add_C_of_natDegree_le_one
    (show f.natDegree ≤ 1 by omega)
  have m0 : ∫ t in Ioi (0 : ℝ), Real.exp (-t ^ 2) = √Real.pi / 2 := by
    simpa using integral_gaussian_Ioi 1
  have m2 : ∫ t in Ioi (0 : ℝ), t ^ 2 * Real.exp (-t ^ 2) = √Real.pi / 4 := by
    have h := integral_rpow_mul_exp_neg_rpow (p := 2) (q := 2) (by norm_num) (by norm_num)
    simp only [Real.rpow_two] at h
    rw [show ((2 : ℝ) + 1) / 2 = 1 / 2 + 1 by norm_num, Real.Gamma_add_one (by norm_num),
      Real.Gamma_one_half_eq] at h
    rw [h]
    ring
  have i0 : Integrable (fun t : ℝ => Real.exp (-t ^ 2)) := by
    simpa using integrable_poly_gauss 1 one_pos
  have i2 : Integrable (fun t : ℝ => t ^ 2 * Real.exp (-t ^ 2)) := by
    simpa using integrable_poly_gauss Polynomial.X one_pos
  have hI : ∫ t in Ioi (0 : ℝ), (a * t ^ 2 + b) * Real.exp (-t ^ 2) =
      a * (√Real.pi / 4) + b * (√Real.pi / 2) := by
    rw [← m0, ← m2, ← integral_const_mul, ← integral_const_mul,
      ← integral_add (i2.restrict.const_mul a) (i0.restrict.const_mul b)]
    congr 1
    ext t
    ring
  simp only [Finset.univ_unique, Finset.sum_singleton, Polynomial.eval_add,
    Polynomial.eval_mul, Polynomial.eval_C, Polynomial.eval_X]
  rw [hI]
  ring

end

end RysHermiteSwitch
```

```lean
#print axioms RysHermiteSwitch.error_bound
#print axioms RysHermiteSwitch.hermite_switch
#print axioms RysHermiteSwitch.hermite_switch_sharp
```

```
'RysHermiteSwitch.error_bound' depends on axioms: [propext, Classical.choice, Quot.sound]
'RysHermiteSwitch.hermite_switch' depends on axioms: [propext, Classical.choice, Quot.sound]
'RysHermiteSwitch.hermite_switch_sharp' depends on axioms: [propext, Classical.choice, Quot.sound]
```

## What the theorems say

| Lean | Mathematics |
|---|---|
| `IsHermiteRule n w x` | the exactness condition (1) |
| `boysIntegral f T` | $I_f(T)$; for $f=X^m$ it is the Boys function $F_m(T)$ |
| `switchedRule w x f T` | $S_f(T)$, with nodes $x_i/T$ and weights $w_i/\sqrt T$ |

Weights and nodes are functions `Fin n → ℝ`, and `f : ℝ[X]` is a real polynomial with `natDegree` as its degree. `Ioi (0 : ℝ)` is the open half-line $t>0$.

`hermite_switch` states that, under (1), `f.natDegree < 2 * n` and `c ≤ 1`, the function $T\mapsto e^{cT}(S_f(T)-I_f(T))$ tends to zero as $T\to\infty$. Under the same conditions on the rule and on the degree of $f$, `error_eq_tail` is identity (2) for every $T>0$, and `error_bound` is (3) for every $T\ge1$. `hermite_switch_sharp` states the divergence to $+\infty$ for `1 < c`, `f = 1` and `0 < n`.

Exactness is a hypothesis about the given rule. It stands for the Gauss–Hermite property: the positive nodes of the $2n$-point Hermite rule, squared, together with their weights, satisfy it. The file constructs such a rule only for $n=1$, in `isHermiteRule_witness`.

In electron repulsion integrals over Gaussian functions, $T$ is a reduced exponent times the squared distance between two charge-distribution centres, and the total angular momentum bounds the degree of $f$. The result supports the large-$T$ branch of a Rys code, in exact arithmetic and for polynomial integrands. For nonzero $f$, (3) also yields a switching criterion: the absolute error is at most $\varepsilon>0$ once $T\ge1$ and $T\ge1+\ln(K_f/\varepsilon)$.

The limit keeps $f$ fixed while $T$ grows. In a molecule, moving the centres apart can also change the coefficients of $f$; the bound (3) still applies at each geometry, with that geometry's $K_f$. The theorems compare integrals, and say nothing about how closely individual Rys roots approach $x_i/T$.

## One degree too many

The degree condition is needed for exponential accuracy. Take the one-point rule with $w_0=\sqrt\pi/2$ and $x_0=1/2$, and let $f=X^2$, whose degree is exactly $2n=2$. Then
$$S_f(T)=\frac{\sqrt\pi}{8}\,T^{-5/2},\qquad \int_0^\infty t^4e^{-Tt^2}dt=\frac{3\sqrt\pi}{8}\,T^{-5/2}.$$
The error is now $-\tfrac{\sqrt\pi}{4}T^{-5/2}$ plus an exponentially small tail. It decays only as a power of $T$, and multiplied by $e^{cT}$ it diverges to $-\infty$ for every $c>0$.

## How the proof follows the calculation

`integrable_poly_gauss` shows that $f(t^2)e^{-bt^2}$ is integrable for $b>0$. `Polynomial.induction_on'` reduces this to sums and monomials, and Mathlib's result for a power times a Gaussian handles the monomials.

`switchedRule_eq` is the passage to the half-line. The polynomial $f(X/T)$ appears as `f.comp (Polynomial.C T⁻¹ * Polynomial.X)`; `hdeg` checks its degree, and `integral_comp_mul_left_Ioi` performs the substitution $s=\sqrt T\,t$.

`error_eq_tail` splits $(0,\infty)$ into the disjoint sets $(0,1]$ and $(1,\infty)$ with `setIntegral_union`, then subtracts.

`error_bound` compares integrands on $t>1$. The inequality `e` is the exponent estimate before (3), which `nlinarith` obtains from the product $(T-1)(t^2-1)\ge0$.

`hermite_switch` applies `tendsto_integral_filter_of_dominated_convergence`. Its main obligations are measurability for $T>0$, the majorant for $T\ge1$, integrability of that majorant, and the pointwise limit for $t>1$. The last step uses `error_eq_tail` to turn the tail integral back into the error.

`hermite_switch_sharp` chooses $b$ as above. Here `h1` bounds the integral over $(1,b]$ from below by its smallest integrand value times the length, and `h2` extends the range to the whole tail, which is allowed because the integrand is positive. `tendsto_atTop_mono'` then transfers the divergence of the lower bound.

`isHermiteRule_witness` writes a polynomial of degree at most one as $aX+b$. The moments $\int_0^\infty e^{-t^2}dt=\sqrt\pi/2$ and $\int_0^\infty t^2e^{-t^2}dt=\sqrt\pi/4$ give
$$\int_0^\infty(at^2+b)\,e^{-t^2}dt=\frac{\sqrt\pi}{2}\left(\frac a2+b\right),$$
which is the weight times the value of the polynomial at $1/2$.
